# Chiral vector and squared length of the magnetic structure factor for two perpendicular moments a quarter period apart

The theorem `quarter_turn_pair` concerns two fixed unit moments, one along x at the origin and one along y at z = 1/4, with structure factor M(h) = ∑ m_j exp(2πi h·x_j), without form factors or projection perpendicular to h. At h = (0, 0, 1) it states that the chiral vector i M × M* is (0, 0, 2) and that |M|² = 2. M is not normalised; dividing the chiral vector by |M|² gives (0, 0, 1). The proof first shows that M = (1, i, 0), then gets the chiral vector from the cross product of the real and imaginary parts, and leaves the squared length to `norm_num`.

In Lean, a first try:

```lean
import Mathlib

open Matrix
open scoped Real

namespace ChiralMagneticScattering

noncomputable section

variable {ι : Type*} [Fintype ι]

/-- The magnetic structure factor `M(h) = ∑ m_j exp(2πi h·x_j)` of moments `m_j` at
positions `x_j`. -/
def magneticSF (m x : ι → Fin 3 → ℝ) (h : Fin 3 → ℝ) : Fin 3 → ℂ :=
  fun a => ∑ j, (m j a : ℂ) * Complex.exp (((2 * π * (h ⬝ᵥ x j) : ℝ) : ℂ) * Complex.I)

/-- The chiral vector `i M × M*` of a complex amplitude `M`. -/
def chiralVector (M : Fin 3 → ℂ) : Fin 3 → ℂ :=
  Complex.I • (M ⨯₃ star M)

/-- The squared Euclidean length of a complex vector. -/
def lengthSq (v : Fin 3 → ℂ) : ℝ := ∑ a, Complex.normSq (v a)

/-- The chiral vector is twice the cross product of the real and imaginary parts of the
amplitude. -/
theorem chiralVector_eq (M : Fin 3 → ℂ) (a : Fin 3) :
    chiralVector M a =
      ((2 * ((fun b => (M b).re) ⨯₃ (fun b => (M b).im)) a : ℝ) : ℂ) := by
  fin_cases a <;> apply Complex.ext <;> simp [chiralVector, cross_apply] <;> ring

/-- The real part of the structure factor is the cosine sum over the moments. -/
lemma magneticSF_re (m x : ι → Fin 3 → ℝ) (h : Fin 3 → ℝ) (a : Fin 3) :
    (magneticSF m x h a).re = ∑ j, m j a * Real.cos (2 * π * (h ⬝ᵥ x j)) := by
  simp only [magneticSF, Complex.re_sum, Complex.re_ofReal_mul,
    Complex.exp_ofReal_mul_I_re]

/-- The imaginary part of the structure factor is the sine sum over the moments. -/
lemma magneticSF_im (m x : ι → Fin 3 → ℝ) (h : Fin 3 → ℝ) (a : Fin 3) :
    (magneticSF m x h a).im = ∑ j, m j a * Real.sin (2 * π * (h ⬝ᵥ x j)) := by
  simp only [magneticSF, Complex.im_sum, Complex.im_ofReal_mul,
    Complex.exp_ofReal_mul_I_im]

/-- Unit moments along `x` and `y`, a quarter period apart along `z`, have chiral vector
`(0, 0, 2)` and `|M|² = 2` at `h = (0, 0, 1)`. -/
theorem quarter_turn_pair :
    chiralVector (magneticSF ![![1, 0, 0], ![0, 1, 0]] ![![0, 0, 0], ![0, 0, 1 / 4]]
      ![0, 0, 1]) = ![0, 0, 2] ∧
    lengthSq (magneticSF ![![1, 0, 0], ![0, 1, 0]] ![![0, 0, 0], ![0, 0, 1 / 4]]
      ![0, 0, 1]) = 2 := by
  have e : 2 * π * (4 : ℝ)⁻¹ = π / 2 := by ring
  have hM : magneticSF ![![1, 0, 0], ![0, 1, 0]] ![![0, 0, 0], ![0, 0, 1 / 4]]
      ![0, 0, 1] = ![1, Complex.I, 0] := by
    ext a
    fin_cases a <;> apply Complex.ext <;>
      simp [magneticSF_re, magneticSF_im, Fin.sum_univ_two, dotProduct,
        Fin.sum_univ_three, e]
  rw [hM]
  constructor
  · ext a
    rw [chiralVector_eq]
    fin_cases a <;> simp [cross_apply]
  · norm_num [lengthSq, Fin.sum_univ_three]

end

end ChiralMagneticScattering
```

Messages:

```
Main.lean:62:2: error: unsolved goals
case right
e : 2 * π * 4⁻¹ = π / 2
hM : magneticSF ![![1, 0, 0], ![0, 1, 0]] ![![0, 0, 0], ![0, 0, 1 / 4]] ![0, 0, 1] = ![1, Complex.I, 0]
⊢ ![1, Complex.I, 0] 2 = 0
```

The single error is in the squared length. `norm_num` unfolds `lengthSq`, expands the sum and evaluates the entries at indices 0 and 1, whose squared moduli add up to 2. What remains says that the squared modulus of the last entry is zero, which simplifies to `![1, Complex.I, 0] 2 = 0`. This is true by definition, but `norm_num` cannot read off the entry at index 2. Indices 0 and 1 are covered by ordinary simp lemmas, while index 2 is left to the simplification procedure `Matrix.cons_val`. `simp` runs such procedures and `norm_num` does not, which is why `simp [cross_apply]` had no such trouble in the first half.

The repair no longer needs that procedure. `simp only` does just the unfolding and the expansion of the sum. `change` then restates the goal with the entries `1`, `Complex.I` and `0` written out, which Lean accepts because the two forms are equal by definition. With no vector lookup left, `map_one`, `Complex.normSq_I` and `map_zero` rewrite the three squared moduli to 1, 1 and 0, and the final `norm_num` only has to check that 1 + 1 + 0 = 2.

After these edits no error is left:

```diff
@@ -60,5 +60,8 @@
     rw [chiralVector_eq]
     fin_cases a <;> simp [cross_apply]
-  · norm_num [lengthSq, Fin.sum_univ_three]
+  · simp only [lengthSq, Fin.sum_univ_three]
+    change Complex.normSq (1 : ℂ) + Complex.normSq Complex.I + Complex.normSq (0 : ℂ) = 2
+    rw [map_one, Complex.normSq_I, map_zero]
+    norm_num
 
 end
```
